# Unequal spacings open a gap at the folded zone boundary of a chain of point scatterers, if g sin(κd) ≠ 0

When bands of a one-dimensional chain are computed from transfer matrices, each wavenumber is tested by the trace of the cell matrix: it belongs to a band if the trace lies between \(-2\) and \(2\). A scan over a grid of wavenumbers can step over a narrow gap. For equal point scatterers with alternating spacings \(a-d\) and \(a+d\), one such gap can be decided at a single point. Let \(\kappa\) be the wavenumber of free motion between scatterers, which fixes the energy and is not the Bloch wavenumber, \(g\) the scatterer strength, and \(c\) half the trace of the cell matrix for equal spacings \(a\). One finds a nonzero \(\kappa\) with \(c=0\) and evaluates \(g\sin(\kappa d)\) there. If it is nonzero, \(\kappa\) lies inside a gap; if it is zero, a Bloch state exists at \(\kappa\).

For non-interacting electrons in this chain, \(c=0\) marks the zone boundary of the doubled cell, where the folded bands of the evenly spaced chain meet.

In Lean 4 with Mathlib:

```lean
import Mathlib

open Matrix Topology

namespace PairedScattererChain

noncomputable section
```

## Free flight and scatterers

In units with \(\hbar^2/2m=1\), an electron of energy \(\kappa^2\) obeys \(\psi''=-\kappa^2\psi\) between scatterers. The solution that vanishes at the origin with unit slope is

\[
\sigma_\kappa(x)=\frac{\sin(\kappa x)}{\kappa}\quad(\kappa\neq0),\qquad \sigma_0(x)=x .
\]

```lean
/-- The free solution that vanishes at the origin with unit slope: `sin (κ x) / κ`,
and `x` at `κ = 0`. -/
def freeSin (κ x : ℝ) : ℝ := if κ = 0 then x else Real.sin (κ * x) / κ
```

The solution that starts at 1 with zero slope is \(\cos(\kappa x)\). Together they carry the pair \((\psi,\psi')\) over a distance \(x\):

\[
R_\kappa(x)=\begin{pmatrix}\cos(\kappa x)&\sigma_\kappa(x)\\-\kappa\sin(\kappa x)&\cos(\kappa x)\end{pmatrix}.
\]

```lean
/-- Free propagation of the pair (wave function, slope) over a distance `x` at wavenumber `κ`. -/
def freeProp (κ x : ℝ) : Matrix (Fin 2) (Fin 2) ℝ :=
  !![Real.cos (κ * x), freeSin κ x; -κ * Real.sin (κ * x), Real.cos (κ * x)]
```

A scatterer is the potential \(g\,\delta(x)\). Integrating \(\psi''=(g\delta-\kappa^2)\psi\) across it leaves \(\psi\) continuous and raises the slope by \(g\psi\), so it acts as

\[
K=\begin{pmatrix}1&0\\g&1\end{pmatrix}.
\]

```lean
/-- A point scatterer of strength `g`: the slope jumps by `g` times the wave function. -/
def kick (g : ℝ) : Matrix (Fin 2) (Fin 2) ℝ := !![1, 0; g, 1]
```

One cell of the evenly spaced chain is a flight over \(a\) followed by a scatterer. Half the trace of its matrix is

\[
c=\tfrac12\operatorname{Tr}KR_\kappa(a)=\cos(\kappa a)+\tfrac g2\,\sigma_\kappa(a).
\]

```lean
/-- Half the trace of the cell matrix of the evenly spaced chain with spacing `a`. -/
def blochCos (κ g a : ℝ) : ℝ := (kick g * freeProp κ a).trace / 2
```

The paired cell contains two flights and two scatterers. The rightmost factor acts first on a column vector, so the spacing \(a-d\) is crossed first:

\[
M=KR_\kappa(a+d)\,KR_\kappa(a-d).
\]

```lean
/-- The cell matrix of the paired chain, with alternating spacings `a - d` and `a + d`. -/
def pairCell (κ g a d : ℝ) : Matrix (Fin 2) (Fin 2) ℝ :=
  (kick g * freeProp κ (a + d)) * (kick g * freeProp κ (a - d))
```

The spacings are both positive when \(|d|<a\), but the theorems hold for all real \(a\) and \(d\).

A Bloch state returns after one cell multiplied by a phase:

\[
Mv=e^{i\theta}v,\qquad v\in\mathbb C^2,\quad v\neq0,\quad \theta\in\mathbb R .
\]

```lean
/-- A cell matrix has a Bloch state if it multiplies some nonzero complex vector by a phase. -/
def HasBlochState (M : Matrix (Fin 2) (Fin 2) ℝ) : Prop :=
  ∃ θ : ℝ, ∃ v : Fin 2 → ℂ, v ≠ 0 ∧
    M.map Complex.ofReal *ᵥ v = Complex.exp (θ * Complex.I) • v
```

The matrix is real, so `M.map Complex.ofReal` lets it act on complex vectors. The vector need not be normalised. A gap at \(\kappa\) means that `HasBlochState` is false there.

## The propagator solves the free equation

For every \(\kappa\), zero included,

\[
\kappa\,\sigma_\kappa(x)=\sin(\kappa x).
\]

```lean
/-- At every wavenumber, `κ` times the free sine solution is `sin (κ x)`. -/
theorem mul_freeSin (κ x : ℝ) : κ * freeSin κ x = Real.sin (κ * x) := by
  by_cases h : κ = 0
  · simp [h]
  · simp only [freeSin, if_neg h]
    field_simp
```

With initial data \((v_0,v_1)\), the propagated components are

\[
\psi=\cos(\kappa x)v_0+\sigma_\kappa(x)v_1,\qquad
\psi'=-\kappa\sin(\kappa x)v_0+\cos(\kappa x)v_1 .
\]

The second is the derivative of the first, because \(\sigma_\kappa'=\cos(\kappa x)\). Differentiating again gives

\[
\psi''=-\kappa^2\cos(\kappa x)v_0-\kappa\sin(\kappa x)v_1=-\kappa^2\psi,
\]

where the last step uses \(\sin(\kappa x)=\kappa\sigma_\kappa(x)\). At \(x=0\) the matrix is the identity.

```lean
/-- Free propagation starts from the given wave function and slope and solves the free
Schrödinger equation `ψ'' = -κ² ψ`, written as a first-order system. -/
theorem freeProp_solves (κ x : ℝ) (v : Fin 2 → ℝ) :
    freeProp κ 0 *ᵥ v = v ∧
    HasDerivAt (fun y => (freeProp κ y *ᵥ v) 0) ((freeProp κ x *ᵥ v) 1) x ∧
    HasDerivAt (fun y => (freeProp κ y *ᵥ v) 1) (-κ ^ 2 * (freeProp κ x *ᵥ v) 0) x := by
  have e0 : ∀ y, (freeProp κ y *ᵥ v) 0 = Real.cos (κ * y) * v 0 + freeSin κ y * v 1 := by
    intro y
    simp [freeProp, Matrix.mulVec, dotProduct, Fin.sum_univ_two]
  have e1 : ∀ y, (freeProp κ y *ᵥ v) 1
      = -κ * Real.sin (κ * y) * v 0 + Real.cos (κ * y) * v 1 := by
    intro y
    simp [freeProp, Matrix.mulVec, dotProduct, Fin.sum_univ_two]
  have hlin : HasDerivAt (fun y : ℝ => κ * y) κ x := by
    simpa using (hasDerivAt_id x).const_mul κ
  have hs : HasDerivAt (fun y => freeSin κ y) (Real.cos (κ * x)) x := by
    by_cases h : κ = 0
    · simpa [freeSin, h] using hasDerivAt_id' x
    · simp only [freeSin, if_neg h]
      refine (hlin.sin.div_const κ).congr_deriv ?_
      field_simp
  refine ⟨?_, ?_, ?_⟩
  · have f0 : freeSin κ 0 = 0 := by simp [freeSin]
    ext i
    fin_cases i
    · change (freeProp κ 0 *ᵥ v) 0 = v 0
      rw [e0, f0]
      simp
    · change (freeProp κ 0 *ᵥ v) 1 = v 1
      rw [e1]
      simp
  · simp only [e0, e1]
    refine ((hlin.cos.mul_const (v 0)).fun_add (hs.mul_const (v 1))).congr_deriv ?_
    ring
  · simp only [e0, e1]
    refine (((hlin.sin.const_mul (-κ)).mul_const (v 0)).fun_add
      (hlin.cos.mul_const (v 1))).congr_deriv ?_
    linear_combination κ * v 1 * mul_freeSin κ x
```

The three parts of the statement are the initial condition and the two first-order equations. In the proof, `e0` and `e1` write out the components, and `hs` is the derivative of \(\sigma_\kappa\).

## Determinant and trace of the paired cell

The scatterer has determinant 1, and so does free flight:

\[
\det R_\kappa(x)=\cos^2(\kappa x)+\kappa\sin(\kappa x)\,\sigma_\kappa(x)=1 .
\]

Determinants multiply, hence \(\det M=1\).

```lean
/-- The cell matrix of the paired chain has determinant one. -/
theorem det_pairCell (κ g a d : ℝ) : (pairCell κ g a d).det = 1 := by
  have hK : (kick g).det = 1 := by simp [kick, Matrix.det_fin_two]
  have hR : ∀ x, (freeProp κ x).det = 1 := by
    intro x
    rw [freeProp, Matrix.det_fin_two_of]
    linear_combination Real.sin (κ * x) * mul_freeSin κ x + Real.sin_sq_add_cos_sq (κ * x)
  simp only [pairCell, Matrix.det_mul, hK, hR, mul_one]
```

For the trace, let \(\kappa\neq0\) and write \(C_\pm=\cos\kappa(a\pm d)\), \(S_\pm=\sin\kappa(a\pm d)\). Multiplying out gives

\[
\operatorname{Tr}M=2(C_+C_--S_+S_-)+\frac{2g}{\kappa}(S_+C_-+C_+S_-)+\frac{g^2}{\kappa^2}S_+S_- .
\]

The addition theorems turn the brackets into \(\cos(2\kappa a)\) and \(\sin(2\kappa a)\), and \(S_+S_-=\sin^2(\kappa a)-\sin^2(\kappa d)\). On the other side,

\[
4c^2-2=2\cos(2\kappa a)+\frac{2g}{\kappa}\sin(2\kappa a)+\frac{g^2}{\kappa^2}\sin^2(\kappa a).
\]

Subtracting leaves

\[
\operatorname{Tr}M=4c^2-2-\frac{g^2}{\kappa^2}\sin^2(\kappa d).
\]

```lean
/-- Trace of the paired cell at nonzero wavenumber: pairing lowers the value `4c² - 2` of the
evenly spaced chain by `(g²/κ²) sin² (κ d)`. -/
theorem trace_pairCell {κ : ℝ} (hκ : κ ≠ 0) (g a d : ℝ) :
    (pairCell κ g a d).trace
      = 4 * blochCos κ g a ^ 2 - 2 - g ^ 2 / κ ^ 2 * Real.sin (κ * d) ^ 2 := by
  have hu : κ * κ⁻¹ = 1 := mul_inv_cancel₀ hκ
  have H1 := Real.sin_sq_add_cos_sq (κ * a)
  have H2 := Real.sin_sq_add_cos_sq (κ * d)
  have h1 : κ * (a + d) = κ * a + κ * d := by ring
  have h2 : κ * (a - d) = κ * a - κ * d := by ring
  simp only [pairCell, blochCos, kick, freeProp, freeSin, if_neg hκ, Matrix.mul_fin_two,
    Matrix.trace_fin_two_of, h1, h2, Real.cos_add, Real.sin_add, Real.cos_sub, Real.sin_sub]
  generalize Real.cos (κ * a) = C at *
  generalize Real.sin (κ * a) = S at *
  generalize Real.cos (κ * d) = p at *
  generalize Real.sin (κ * d) = s at *
  -- only the Pythagorean identities and `κ κ⁻¹ = 1` are needed
  linear_combination (-2 * (S * p + C * s) * (S * p - C * s)) * hu
    + (2 * (C ^ 2 - S ^ 2) + 4 * g * κ⁻¹ * C * S + g ^ 2 * κ⁻¹ ^ 2 * S ^ 2) * H2
    + (-2 - g ^ 2 * κ⁻¹ ^ 2 * s ^ 2) * H1
```

The `simp only` step multiplies the matrices and applies the addition theorems. The sines and cosines of \(\kappa a\) and \(\kappa d\) are then replaced by plain variables, and `linear_combination` closes the identity from \(\sin^2+\cos^2=1\) and \(\kappa\kappa^{-1}=1\).

## The trace decides whether a Bloch state exists

Let \(M\) now be any real \(2\times2\) matrix of determinant 1. If \(Mv=zv\) with \(v\neq0\) and \(z=e^{i\theta}\), the characteristic equation holds:

\[
z^2-(\operatorname{Tr}M)z+1=0 .
\]

Multiplying by \(\bar z\), with \(z\bar z=1\), gives \(\operatorname{Tr}M=z+\bar z=2\cos\theta\), so \(|\operatorname{Tr}M|\le2\).

Conversely, if \(|\operatorname{Tr}M|\le2\), set \(\theta=\arccos(\operatorname{Tr}M/2)\) and \(z=e^{i\theta}\). Then

\[
\det(M-z)=z^2-2z\cos\theta+1=0,
\]

so \(M-z\) annihilates some nonzero vector, which is the Bloch state.

```lean
/-- A real cell matrix of determinant one has a Bloch state exactly when its trace lies between `-2`
and `2`, endpoints included. -/
theorem hasBlochState_iff {M : Matrix (Fin 2) (Fin 2) ℝ} (hM : M.det = 1) :
    HasBlochState M ↔ |M.trace| ≤ 2 := by
  have hD : (M 0 0 : ℂ) * M 1 1 - M 0 1 * M 1 0 = 1 := by
    rw [Matrix.det_fin_two] at hM
    exact_mod_cast hM
  have hN : ∀ θ : ℝ, (Complex.cos θ + Complex.sin θ * Complex.I)
      * (Complex.cos θ - Complex.sin θ * Complex.I) = 1 := by
    intro θ
    linear_combination Complex.sin_sq_add_cos_sq (θ : ℂ)
      - Complex.sin (θ : ℂ) ^ 2 * Complex.I_sq
  rw [Matrix.trace_fin_two]
  constructor
  · rintro ⟨θ, v, hv, h⟩
    rw [Complex.exp_mul_I] at h
    have hn := hN θ
    set z : ℂ := Complex.cos θ + Complex.sin θ * Complex.I with hz
    have h0 : (M 0 0 : ℂ) * v 0 + M 0 1 * v 1 = z * v 0 := by
      simpa only [Matrix.mulVec, dotProduct, Fin.sum_univ_two, Matrix.map_apply,
        Pi.smul_apply, smul_eq_mul] using congrFun h 0
    have h1 : (M 1 0 : ℂ) * v 0 + M 1 1 * v 1 = z * v 1 := by
      simpa only [Matrix.mulVec, dotProduct, Fin.sum_univ_two, Matrix.map_apply,
        Pi.smul_apply, smul_eq_mul] using congrFun h 1
    -- the phase solves the characteristic equation
    have hP : z ^ 2 - (M 0 0 + M 1 1) * z + 1 = 0 := by
      by_contra hne
      apply hv
      ext i
      fin_cases i
      · refine (mul_eq_zero.mp ?_).resolve_left hne
        change _ * v 0 = 0
        linear_combination (M 1 1 - z) * h0 - M 0 1 * h1 - v 0 * hD
      · refine (mul_eq_zero.mp ?_).resolve_left hne
        change _ * v 1 = 0
        linear_combination (M 0 0 - z) * h1 - M 1 0 * h0 - v 1 * hD
    have ht : (M 0 0 : ℂ) + M 1 1 = 2 * Complex.cos θ := by
      linear_combination (-(Complex.cos θ - Complex.sin θ * Complex.I)) * hP
        + (z - (M 0 0 + M 1 1)) * hn + hz
    have htr : M 0 0 + M 1 1 = 2 * Real.cos θ := by exact_mod_cast ht
    rw [htr, abs_le]
    constructor <;> linarith [Real.neg_one_le_cos θ, Real.cos_le_one θ]
  · intro h
    obtain ⟨hl, hr⟩ := abs_le.mp h
    -- the Bloch phase is fixed by the trace
    obtain ⟨θ, hθ⟩ : ∃ θ : ℝ, M 0 0 + M 1 1 = 2 * Real.cos θ :=
      ⟨Real.arccos ((M 0 0 + M 1 1) / 2), by
        rw [Real.cos_arccos (by linarith) (by linarith)]; ring⟩
    have ht : (M 0 0 : ℂ) + M 1 1 = 2 * Complex.cos θ := by exact_mod_cast hθ
    have hn := hN θ
    refine ⟨θ, ?_⟩
    rw [Complex.exp_mul_I]
    set z : ℂ := Complex.cos θ + Complex.sin θ * Complex.I with hz
    have hdet : (!![(M 0 0 : ℂ) - z, (M 0 1 : ℂ); (M 1 0 : ℂ), (M 1 1 : ℂ) - z]).det = 0 := by
      rw [Matrix.det_fin_two_of]
      linear_combination hD - z * ht - hn + z * hz
    obtain ⟨v, hv, hv0⟩ := Matrix.exists_mulVec_eq_zero_iff.mpr hdet
    have h0 : ((M 0 0 : ℂ) - z) * v 0 + M 0 1 * v 1 = 0 := by
      simpa [Matrix.mulVec, dotProduct, Fin.sum_univ_two] using congrFun hv0 0
    have h1 : (M 1 0 : ℂ) * v 0 + (M 1 1 - z) * v 1 = 0 := by
      simpa [Matrix.mulVec, dotProduct, Fin.sum_univ_two] using congrFun hv0 1
    refine ⟨v, hv, ?_⟩
    ext i
    fin_cases i
    · change (M.map Complex.ofReal *ᵥ v) 0 = z * v 0
      simp only [Matrix.mulVec, dotProduct, Fin.sum_univ_two, Matrix.map_apply]
      linear_combination h0
    · change (M.map Complex.ofReal *ᵥ v) 1 = z * v 1
      simp only [Matrix.mulVec, dotProduct, Fin.sum_univ_two, Matrix.map_apply]
      linear_combination h1
```

Here `hN` is \(z\bar z=1\). The characteristic equation `hP` is proved by contradiction: combining the two rows of \(Mv=zv\) gives \((z^2-(\operatorname{Tr}M)z+1)v_i=0\) for both components, so a nonzero bracket would force \(v=0\). In the converse direction, `Matrix.exists_mulVec_eq_zero_iff` turns the vanishing determinant into a vector.

## The gap where c vanishes

At \(c=0\) the trace formula becomes

\[
\operatorname{Tr}M=-2-\left(\frac{g\sin(\kappa d)}{\kappa}\right)^2 .
\]

This never exceeds \(-2\), and it equals \(-2\) exactly when \(g\sin(\kappa d)=0\). By the trace criterion, a Bloch state is absent exactly when \(g\sin(\kappa d)\neq0\).

```lean
/-- At a nonzero wavenumber where `c = 0`, the paired chain has no Bloch state exactly when
`g sin (κ d)` is nonzero. -/
theorem gap_iff {κ g a : ℝ} (hκ : κ ≠ 0) (hc : blochCos κ g a = 0) (d : ℝ) :
    ¬ HasBlochState (pairCell κ g a d) ↔ g * Real.sin (κ * d) ≠ 0 := by
  have ht : (pairCell κ g a d).trace = -2 - (g * Real.sin (κ * d) / κ) ^ 2 := by
    rw [trace_pairCell hκ, hc]
    ring
  rw [hasBlochState_iff (det_pairCell κ g a d), ht, not_iff_comm, not_not]
  constructor
  · intro h
    rw [h]
    norm_num
  · intro h
    have hsq : (g * Real.sin (κ * d) / κ) ^ 2 = 0 :=
      le_antisymm (by linarith [(abs_le.mp h).1]) (sq_nonneg _)
    exact (div_eq_zero_iff.mp (pow_eq_zero_iff (two_ne_zero) |>.mp hsq)).resolve_right hκ
```

The hypothesis `hc` says that \(\kappa\) is a zero of \(c\) for the given \(g\) and \(a\); finding such a zero is left to the user. The proof rewrites the trace as `ht`, applies `hasBlochState_iff`, and compares the square with zero.

The equivalence fails if `hκ` is removed. Take \(\kappa=0\), \(a=1\), \(g=-2\), \(d=\tfrac12\). Then \(c=1+ga/2=0\) and \(g\sin(\kappa d)=0\), yet

\[
\operatorname{Tr}M=2+4ga+g^2(a^2-d^2)=2-8+3=-3,
\]

so there is a gap although the criterion predicts none. At zero wavenumber \(\sin(\kappa d)/\kappa\) has the limit \(d\), which the sine alone does not see.

## The gap has a finite width

Keep \(g,a,d\) fixed and let the wavenumber \(k\) vary near \(\kappa\neq0\). The trace is

\[
f(k)=4\left(\cos(ka)+\frac g2\,\frac{\sin(ka)}k\right)^2-2-\left(\frac{g\sin(kd)}k\right)^2 ,
\]

which is continuous at \(\kappa\). If \(c=0\) at \(\kappa\) and \(g\sin(\kappa d)\neq0\), then \(f(\kappa)<-2\). The strict inequality persists for all \(k\) close enough to \(\kappa\), and none of these wavenumbers has a Bloch state.

```lean
/-- If `c = 0` at a nonzero wavenumber `κ` and `g sin (κ d)` is nonzero, then no wavenumber
in some neighbourhood of `κ` has a Bloch state of the paired chain. -/
theorem gap_open {κ g a d : ℝ} (hκ : κ ≠ 0) (hc : blochCos κ g a = 0)
    (hg : g * Real.sin (κ * d) ≠ 0) :
    ∀ᶠ k in 𝓝 κ, ¬ HasBlochState (pairCell k g a d) := by
  let f : ℝ → ℝ := fun k => 4 * (Real.cos (k * a) + g / 2 * (Real.sin (k * a) / k)) ^ 2 - 2
    - (g * Real.sin (k * d) / k) ^ 2
  have hf : ∀ k, k ≠ 0 → (pairCell k g a d).trace = f k := by
    intro k hk
    rw [trace_pairCell hk]
    simp only [f, blochCos, kick, freeProp, freeSin, if_neg hk, Matrix.mul_fin_two,
      Matrix.trace_fin_two_of]
    ring
  have hcont : ContinuousAt f κ := by
    have hs : ∀ b : ℝ, ContinuousAt (fun k : ℝ => Real.sin (k * b)) κ := fun b => by fun_prop
    have h1 : ContinuousAt (fun k : ℝ => Real.sin (k * a) / k) κ :=
      (hs a).div continuousAt_id hκ
    have h2 : ContinuousAt (fun k : ℝ => g * Real.sin (k * d) / k) κ :=
      (continuousAt_const.mul (hs d)).div continuousAt_id hκ
    have h3 : ContinuousAt (fun k : ℝ => Real.cos (k * a)) κ := by fun_prop
    exact ((continuousAt_const.mul ((h3.add (continuousAt_const.mul h1)).pow 2)).sub
      continuousAt_const).sub (h2.pow 2)
  have hlt : f κ < -2 := by
    have hpos : 0 < (g * Real.sin (κ * d) / κ) ^ 2 :=
      sq_pos_of_ne_zero (div_ne_zero hg hκ)
    rw [← hf κ hκ, trace_pairCell hκ, hc]
    have e : g ^ 2 / κ ^ 2 * Real.sin (κ * d) ^ 2 = (g * Real.sin (κ * d) / κ) ^ 2 := by ring
    rw [e]
    linarith
  -- the trace stays below -2 near κ
  filter_upwards [hcont.tendsto.eventually_lt_const hlt, isOpen_ne.mem_nhds hκ] with k hk hk0
  rw [hasBlochState_iff (det_pairCell k g a d), hf k hk0]
  intro h
  linarith [(abs_le.mp h).1]
end

end PairedScattererChain
```

The expression `∀ᶠ k in 𝓝 κ` means "for all \(k\) in some neighbourhood of \(\kappa\)". In the proof, `hf` identifies the trace with \(f\), `hcont` is the continuity and `hlt` the strict inequality; `filter_upwards` restricts to nearby nonzero \(k\), where the trace criterion applies.

The theorem gives no estimate of the width. The model is an ideal periodic chain at real wavenumbers, so negative energies do not enter, and its scatterers are points where a muffin-tin potential would have finite range.

```lean
#print axioms PairedScattererChain.freeProp_solves
-- 'PairedScattererChain.freeProp_solves' depends on axioms: [propext, Classical.choice, Quot.sound]
#print axioms PairedScattererChain.gap_iff
-- 'PairedScattererChain.gap_iff' depends on axioms: [propext, Classical.choice, Quot.sound]
#print axioms PairedScattererChain.gap_open
-- 'PairedScattererChain.gap_open' depends on axioms: [propext, Classical.choice, Quot.sound]
```
